# On the lower of two SCF curves, the finite-difference force constant diverges where they cross with different slopes

A numerical force constant can be computed from SCF energies at three geometries: one central and two displaced by a step h. Suppose that the calculation returns the lower of two solutions at each geometry, and that the central geometry is a point where their energies cross with different slopes. The result then has no finite limit as h → 0: it tends to −∞ as 1/h.

## Energies and differences

The two solutions enter only through their energies E₁ and E₂, real functions of one nuclear coordinate. The SCF equations, convergence noise and the question of whether a crossing exists are left out of the model.

```lean
import Mathlib

open Filter Topology

namespace SCFCrossing

noncomputable section
```

The followed energy is the lower one at each geometry,

L(x) = min(E₁(x), E₂(x)).

```lean
/-- The energy obtained by taking the lower of two SCF solutions at each geometry. -/
def lowerCurve (E₁ E₂ : ℝ → ℝ) (x : ℝ) : ℝ := min (E₁ x) (E₂ x)
```

The upper curve is U(x) = max(E₁(x), E₂(x)).

```lean
/-- The energy obtained by taking the higher of two SCF solutions at each geometry. -/
def upperCurve (E₁ E₂ : ℝ → ℝ) (x : ℝ) : ℝ := max (E₁ x) (E₂ x)
```

For any energy curve E, the three-point numerator is

Δ(x, h) = E(x+h) − 2E(x) + E(x−h).

```lean
/-- The three-point second difference of an energy curve at `x` with step `h`. -/
def secondDifference (E : ℝ → ℝ) (x h : ℝ) : ℝ := E (x + h) - 2 * E x + E (x - h)
```

The numerical force constant is F(x, h) = Δ(x, h)/h².

```lean
/-- The finite-difference force constant at `x` with step `h`, for `h ≠ 0`. -/
def fdForceConstant (E : ℝ → ℝ) (x h : ℝ) : ℝ := secondDifference E x h / h ^ 2
```

## One-sided slopes at the crossing

Let E have slope g at x₀. By the chain rule, h ↦ E(x₀+sh) has derivative sg at h = 0, so

(E(x₀+sh) − E(x₀))/h → sg.

Here s = 1 is a forward displacement and s = −1 a backward one. In Lean, `HasDerivAt E g x₀` says that E is differentiable at x₀ with slope g; nothing is required of its derivative elsewhere. The filter `𝓝[>] 0` lets h approach zero through positive values. The proof applies the chain rule with `comp` and then restricts the two-sided limit to h > 0.

```lean
/-- A curve with slope `g` at `x₀`, sampled at `x₀ + s h`, has an energy change per step `h`
that tends to `s g` as `h` decreases to zero. -/
theorem ray_slope {E : ℝ → ℝ} {g x₀ : ℝ} (hE : HasDerivAt E g x₀) (s : ℝ) :
    Tendsto (fun h => (E (x₀ + s * h) - E x₀) / h) (𝓝[>] 0) (𝓝 (s * g)) := by
  have hl : HasDerivAt (fun h : ℝ => x₀ + s * h) s 0 :=
    HasDerivAt.congr_deriv (((hasDerivAt_id' (0 : ℝ)).const_mul s).const_add x₀) (by ring)
  have hE' : HasDerivAt E g (x₀ + s * 0) := by
    rw [mul_zero, add_zero]
    exact hE
  -- the chain rule along the ray, restricted to positive steps
  have ht := (hasDerivAt_iff_tendsto_slope_zero.mp (hE'.comp (0 : ℝ) hl)).mono_left
    (nhdsWithin_mono (0 : ℝ) (fun t (ht : t ∈ Set.Ioi (0 : ℝ)) => (Set.mem_Ioi.mp ht).ne'))
  rw [mul_comm s g]
  refine ht.congr (fun h => ?_)
  simp only [Function.comp_apply, smul_eq_mul, zero_add, mul_zero, add_zero, div_eq_inv_mul]
```

At the crossing both curves have the energy c = E₁(x₀) = E₂(x₀), which is hypothesis `hc`. Subtracting c and dividing by h > 0 preserve order, hence

(L(x₀+sh) − c)/h = min((E₁(x₀+sh) − c)/h, (E₂(x₀+sh) − c)/h) → min(sg₁, sg₂).

The limit follows from the continuity of the minimum. The proof checks the equality by cases, according to which curve is lower at the displaced point.

```lean
/-- Where two differentiable curves cross, the lower curve sampled at `x₀ + s h` has an energy
change per step `h` that tends to the smaller of `s g₁` and `s g₂` as `h` decreases to zero. -/
theorem lower_ray_slope {E₁ E₂ : ℝ → ℝ} {g₁ g₂ x₀ : ℝ} (h₁ : HasDerivAt E₁ g₁ x₀)
    (h₂ : HasDerivAt E₂ g₂ x₀) (hc : E₁ x₀ = E₂ x₀) (s : ℝ) :
    Tendsto (fun h => (lowerCurve E₁ E₂ (x₀ + s * h) - lowerCurve E₁ E₂ x₀) / h)
      (𝓝[>] 0) (𝓝 (min (s * g₁) (s * g₂))) := by
  refine ((ray_slope h₁ s).min (ray_slope h₂ s)).congr' ?_
  filter_upwards [self_mem_nhdsWithin] with h hh
  have hpos : 0 < h := hh
  simp only [lowerCurve]
  rw [← hc, min_self (E₁ x₀)]
  -- shifting by the common energy and dividing by `h > 0` preserve the ordering
  rcases le_total (E₁ (x₀ + s * h)) (E₂ (x₀ + s * h)) with hle | hle
  · rw [min_eq_left hle, min_eq_left]
    gcongr
  · rw [min_eq_right hle, min_eq_right]
    gcongr
```

## The second difference and the divergence

Adding the forward and backward changes gives

Δ(x₀, h)/h → min(g₁, g₂) + min(−g₁, −g₂) = min(g₁, g₂) − max(g₁, g₂) = −|g₁−g₂|.

In the proof, `key` is this identity for the slopes, and `ring` matches the sum of quotients to the second difference. Equal slopes are allowed here, and the limit is then zero.

```lean
/-- Where two differentiable SCF curves cross, the second difference of the lower curve divided
by the step tends to minus the absolute difference of the slopes as the step decreases to zero. -/
theorem lower_secondDifference_limit {E₁ E₂ : ℝ → ℝ} {g₁ g₂ x₀ : ℝ}
    (h₁ : HasDerivAt E₁ g₁ x₀) (h₂ : HasDerivAt E₂ g₂ x₀) (hc : E₁ x₀ = E₂ x₀) :
    Tendsto (fun h => secondDifference (lowerCurve E₁ E₂) x₀ h / h)
      (𝓝[>] 0) (𝓝 (-|g₁ - g₂|)) := by
  have key : min (1 * g₁) (1 * g₂) + min ((-1) * g₁) ((-1) * g₂) = -|g₁ - g₂| := by
    rcases le_total g₁ g₂ with h | h
    · rw [min_eq_left (by linarith : 1 * g₁ ≤ 1 * g₂),
        min_eq_right (by linarith : (-1) * g₂ ≤ (-1) * g₁),
        abs_of_nonpos (by linarith : g₁ - g₂ ≤ 0)]
      ring
    · rw [min_eq_right (by linarith : 1 * g₂ ≤ 1 * g₁),
        min_eq_left (by linarith : (-1) * g₁ ≤ (-1) * g₂),
        abs_of_nonneg (by linarith : 0 ≤ g₁ - g₂)]
      ring
  rw [← key]
  -- add the forward and the backward energy changes
  refine ((lower_ray_slope h₁ h₂ hc 1).add (lower_ray_slope h₁ h₂ hc (-1))).congr
    (fun h => ?_)
  have hb : x₀ + (-1) * h = x₀ - h := by ring
  simp only [secondDifference]
  rw [hb, one_mul]
  ring
```

Now write

F(x₀, h) = (Δ(x₀, h)/h) · (1/h).

If g₁ ≠ g₂, the first factor has a negative limit and the second tends to +∞, so F → −∞, which Lean writes as `atBot`. Multiplying by h instead gives hF → −|g₁−g₂|, the rate of the divergence. The two parts of the theorem state these two limits.

```lean
/-- If two curves cross with different slopes, the finite-difference force constant of the lower
curve at the crossing tends to minus infinity as the step `h` decreases to zero, and `h` times this
force constant tends to minus the absolute difference of the slopes. -/
theorem lower_forceConstant_diverges {E₁ E₂ : ℝ → ℝ} {g₁ g₂ x₀ : ℝ}
    (h₁ : HasDerivAt E₁ g₁ x₀) (h₂ : HasDerivAt E₂ g₂ x₀) (hc : E₁ x₀ = E₂ x₀)
    (hg : g₁ ≠ g₂) :
    Tendsto (fun h => fdForceConstant (lowerCurve E₁ E₂) x₀ h) (𝓝[>] 0) atBot ∧
    Tendsto (fun h => h * fdForceConstant (lowerCurve E₁ E₂) x₀ h)
      (𝓝[>] 0) (𝓝 (-|g₁ - g₂|)) := by
  have hlim := lower_secondDifference_limit h₁ h₂ hc
  have hneg : -|g₁ - g₂| < 0 := neg_lt_zero.mpr (abs_pos.mpr (sub_ne_zero.mpr hg))
  constructor
  · -- a negative limit times `1 / h`
    refine (hlim.neg_mul_atTop hneg tendsto_inv_nhdsGT_zero).congr (fun h => ?_)
    simp only [fdForceConstant]
    ring
  · refine hlim.congr' ?_
    filter_upwards [self_mem_nhdsWithin] with h hh
    have hne : h ≠ 0 := (Set.mem_Ioi.mp hh).ne'
    simp only [fdForceConstant]
    field_simp
```

## A gradient that stays finite

Subtracting the backward change from the forward one gives

(L(x₀+h) − L(x₀−h))/(2h) → (min(g₁, g₂) + max(g₁, g₂))/2 = (g₁+g₂)/2.

The central-difference gradient therefore converges even at the cusp, but for g₁ ≠ g₂ its limit is the slope of neither solution.

```lean
/-- Where two differentiable curves cross, the central-difference gradient of the lower curve
tends to the mean of the two slopes as the step decreases to zero. -/
theorem lower_centralGradient_limit {E₁ E₂ : ℝ → ℝ} {g₁ g₂ x₀ : ℝ}
    (h₁ : HasDerivAt E₁ g₁ x₀) (h₂ : HasDerivAt E₂ g₂ x₀) (hc : E₁ x₀ = E₂ x₀) :
    Tendsto (fun h => (lowerCurve E₁ E₂ (x₀ + h) - lowerCurve E₁ E₂ (x₀ - h)) / (2 * h))
      (𝓝[>] 0) (𝓝 ((g₁ + g₂) / 2)) := by
  have key : (min (1 * g₁) (1 * g₂) - min ((-1) * g₁) ((-1) * g₂)) / 2 = (g₁ + g₂) / 2 := by
    rcases le_total g₁ g₂ with h | h
    · rw [min_eq_left (by linarith : 1 * g₁ ≤ 1 * g₂),
        min_eq_right (by linarith : (-1) * g₂ ≤ (-1) * g₁)]
      ring
    · rw [min_eq_right (by linarith : 1 * g₂ ≤ 1 * g₁),
        min_eq_left (by linarith : (-1) * g₁ ≤ (-1) * g₂)]
      ring
  rw [← key]
  refine (((lower_ray_slope h₁ h₂ hc 1).sub
    (lower_ray_slope h₁ h₂ hc (-1))).div_const 2).congr (fun h => ?_)
  have hb : x₀ + (-1) * h = x₀ - h := by ring
  rw [hb, one_mul]
  ring
```

## The upper curve

Since max(a, b) = −min(−a, −b), reversing the sign of both energies turns the result for L into

(U(x₀+h) − 2U(x₀) + U(x₀−h))/h → |g₁−g₂|.

```lean
/-- Where two differentiable curves cross, the second difference of the upper curve divided by
the step tends to plus the absolute difference of the slopes as the step decreases to zero. -/
theorem upper_secondDifference_limit {E₁ E₂ : ℝ → ℝ} {g₁ g₂ x₀ : ℝ}
    (h₁ : HasDerivAt E₁ g₁ x₀) (h₂ : HasDerivAt E₂ g₂ x₀) (hc : E₁ x₀ = E₂ x₀) :
    Tendsto (fun h => secondDifference (upperCurve E₁ E₂) x₀ h / h)
      (𝓝[>] 0) (𝓝 |g₁ - g₂|) := by
  -- reversing the sign of the energies exchanges the lower and the upper curve
  have t := (lower_secondDifference_limit h₁.fun_neg h₂.fun_neg (congrArg Neg.neg hc)).neg
  have e : - -|-g₁ - -g₂| = |g₁ - g₂| := by
    rw [neg_neg, abs_sub_comm]
    congr 1
    ring
  rw [e] at t
  refine t.congr (fun h => ?_)
  simp only [secondDifference, lowerCurve, upperCurve, min_neg_neg]
  ring
```

## Two parabolas near their crossing

The minimum can be written as the mean less half the gap:

min(a, b) = (a + b − |a−b|)/2.

The proof treats the two orderings of a and b separately.

```lean
/-- The lower of two energies is their mean minus half the absolute gap. -/
theorem min_eq_mean_sub_gap (a b : ℝ) : min a b = (a + b - |a - b|) / 2 := by
  rcases le_total a b with h | h
  · rw [min_eq_left h, abs_of_nonpos (sub_nonpos.mpr h)]
    ring
  · rw [min_eq_right h, abs_of_nonneg (sub_nonneg.mpr h)]
    ring
```

Take Eᵢ(x) = e + gᵢx + kx²/2 for i = 1, 2, with a common curvature k. The curves meet at x = 0, where both energies equal e. Then

L(x) = e + (g₁+g₂)x/2 + kx²/2 − |g₁−g₂||x|/2.

Let d be the central geometry, at distance |d| from the crossing. In the second difference at d, the constant and linear terms cancel and the quadratic term gives kh². For |d| ≤ h,

|d+h| − 2|d| + |d−h| = 2(h − |d|),

and therefore

F(d, h) = k − |g₁−g₂|(h−|d|)/h².

For this model the formula is exact at every step h > 0 with h ≥ |d|, and it shows that the central geometry need not lie on the crossing: the error is present whenever |d| < h and g₁ ≠ g₂.

As an example in atomic units, take e = 0, k = 0.5, g₁ = 0.01, g₂ = −0.01 and d = 0. With h = 0.01, L(±h) = −0.0001 + 0.000025 = −0.000075, so

F = 2(−0.000075)/0.0001 = −1.5.

Halving the step gives 0.5 − 0.02/0.005 = −3.5, although each parabola has force constant 0.5.

In the proof, `key` is the formula for L, and the bounds on d fix the signs of d+h and d−h.

```lean
/-- For two parabolas of the same curvature `k` that cross at the origin with slopes `g₁` and
`g₂`, this is the exact finite-difference force constant of the lower curve at a point `d` whose
distance from the crossing is at most the step `h > 0`. -/
theorem parabolas_forceConstant (e g₁ g₂ k d h : ℝ) (hh : 0 < h) (hd : |d| ≤ h) :
    fdForceConstant (lowerCurve (fun x => e + g₁ * x + k * x ^ 2 / 2)
      (fun x => e + g₂ * x + k * x ^ 2 / 2)) d h
      = k - |g₁ - g₂| * (h - |d|) / h ^ 2 := by
  -- the lower curve is a mean parabola with a cusp
  have key : ∀ x, lowerCurve (fun x => e + g₁ * x + k * x ^ 2 / 2)
      (fun x => e + g₂ * x + k * x ^ 2 / 2) x
      = e + (g₁ + g₂) / 2 * x + k * x ^ 2 / 2 - |g₁ - g₂| * |x| / 2 := by
    intro x
    have hx : |g₁ - g₂| * |x|
        = |(e + g₁ * x + k * x ^ 2 / 2) - (e + g₂ * x + k * x ^ 2 / 2)| := by
      rw [← abs_mul]
      congr 1
      ring
    simp only [lowerCurve]
    rw [min_eq_mean_sub_gap, ← hx]
    ring
  obtain ⟨hl, hr⟩ := abs_le.mp hd
  simp only [fdForceConstant, secondDifference, key]
  rw [abs_of_nonneg (by linarith : 0 ≤ d + h), abs_of_nonpos (by linarith : d - h ≤ 0)]
  field_simp
  ring

end

end SCFCrossing
```

```lean
#print axioms SCFCrossing.lower_forceConstant_diverges
#print axioms SCFCrossing.lower_centralGradient_limit
#print axioms SCFCrossing.upper_secondDifference_limit
#print axioms SCFCrossing.parabolas_forceConstant
```

```
'SCFCrossing.lower_forceConstant_diverges' depends on axioms: [propext, Classical.choice, Quot.sound]
'SCFCrossing.lower_centralGradient_limit' depends on axioms: [propext, Classical.choice, Quot.sound]
'SCFCrossing.upper_secondDifference_limit' depends on axioms: [propext, Classical.choice, Quot.sound]
'SCFCrossing.parabolas_forceConstant' depends on axioms: [propext, Classical.choice, Quot.sound]
```
